# Excitation exchange between two qubits with real amplitudes c and s is unitary when c² + s² = 1

A system qubit and an environment qubit can exchange one excitation: it stays where it is with amplitude c, hops from system to environment with amplitude s, and hops back with amplitude −s. The states with no excitation or with two are left unchanged. The theorem says that for real c and s with c² + s² = 1, the resulting 4 × 4 complex matrix U is unitary. The attempt reduces this to U†U = 1, checks the sixteen entries one by one with `simp`, and leaves what remains to either `ring` or `linear_combination hc`, where `hc` is the hypothesis carried over to the complex numbers.

The first attempt, which Lean rejects:

```lean
import Mathlib

open Matrix
open scoped Kronecker

namespace UnitaryDilation

noncomputable section

/-- The exchange of one excitation between a system qubit and an environment qubit, with amplitude
`c` to stay, `s` to hop from system to environment, and `-s` for the reverse hop. -/
def exchange (c s : ℝ) : Matrix (Fin 2 × Fin 2) (Fin 2 × Fin 2) ℂ :=
  Matrix.of fun p q =>
    if p = q then (if p.1 = p.2 then 1 else (c : ℂ))
    else if p = (0, 1) ∧ q = (1, 0) then (s : ℂ)
    else if p = (1, 0) ∧ q = (0, 1) then -(s : ℂ)
    else 0

/-- The excitation exchange is unitary when `c² + s² = 1`. -/
theorem exchange_unitary (c s : ℝ) (h : c ^ 2 + s ^ 2 = 1) :
    exchange c s ∈ unitaryGroup (Fin 2 × Fin 2) ℂ := by
  have hc : (c : ℂ) ^ 2 + (s : ℂ) ^ 2 = 1 := by exact_mod_cast h
  rw [mem_unitaryGroup_iff']
  ext ⟨i, j⟩ ⟨k, l⟩
  fin_cases i <;> fin_cases j <;> fin_cases k <;> fin_cases l <;>
    simp [exchange, Matrix.mul_apply, Matrix.star_apply, Matrix.one_apply,
      Fintype.sum_prod_type, Fin.sum_univ_two] <;>
    first
      | ring
      | linear_combination hc

end

end UnitaryDilation
```

Messages:

```
Try this:
  [apply] ring_nf
  
  The `ring` tactic failed to close the goal. Use `ring_nf` to obtain a normal form.
    
  Note that `ring` works primarily in *commutative* rings. If you have a noncommutative ring, abelian group or module, consider using `noncomm_ring`, `abel` or `module` instead.
Try this:
  [apply] ring_nf
  
  The `ring` tactic failed to close the goal. Use `ring_nf` to obtain a normal form.
    
  Note that `ring` works primarily in *commutative* rings. If you have a noncommutative ring, abelian group or module, consider using `noncomm_ring`, `abel` or `module` instead.
Main.lean:21:53: error: unsolved goals
case «0».«1».«0».«1»
c s : ℝ
h : c ^ 2 + s ^ 2 = 1
hc : ↑c ^ 2 + ↑s ^ 2 = 1
⊢ ↑c ^ 2 + ↑s ^ 2 = 1

case «1».«0».«1».«0»
c s : ℝ
h : c ^ 2 + s ^ 2 = 1
hc : ↑c ^ 2 + ↑s ^ 2 = 1
⊢ ↑s ^ 2 + ↑c ^ 2 = 1
Main.lean:26:57: warning: This simp argument is unused:
  Matrix.one_apply

Hint: Omit it from the simp argument list.
  [apply] simp [exchange, Matrix.mul_apply, Matrix.star_apply, Fintype.sum_prod_type, Fin.sum_univ_two]

Note: This linter can be disabled with `set_option linter.unusedSimpArgs false`
```

Diagnosis. The two unsolved goals are diagonal entries of U†U = 1, and both say that c² and s² sum to 1. This is no ring identity, since it needs `hc`, so `ring` could not close them. But `ring` doesn't fail at that point: it falls back to `ring_nf`, which rewrites the goal and counts as a success, with only the "Try this" message to show for it. `first` keeps the first alternative that succeeds, so `linear_combination hc` was never tried, even though one leftover goal is exactly `hc`.

In the repair `linear_combination hc` comes first and closes these two goals. `ring1`, which fails unless it closes the goal, replaces `ring` for goals that need only algebra. Either change would be enough alone: the new order tries `hc` before `ring` can interfere, and `ring1` in the old order would fail and let `first` move on.

Dropping `Matrix.one_apply` is mere tidying, as the linter reported that `simp` didn't use it.

This version goes through:

```diff
@@ -24,9 +24,9 @@
   ext ⟨i, j⟩ ⟨k, l⟩
   fin_cases i <;> fin_cases j <;> fin_cases k <;> fin_cases l <;>
-    simp [exchange, Matrix.mul_apply, Matrix.star_apply, Matrix.one_apply,
+    simp [exchange, Matrix.mul_apply, Matrix.star_apply,
       Fintype.sum_prod_type, Fin.sum_univ_two] <;>
     first
-      | ring
       | linear_combination hc
+      | ring1
 
 end
```
